# A fragment potential that reproduces its target density matrix maximizes a concave function

Let $h$ be a Hermitian one-particle Hamiltonian on fragment plus environment orbitals, and let $F(H)$ be the minimum of $\mathrm{tr}(HX)$ over Hermitian $0\le X\le 1$ with trace $N$. If a minimizer $X$ for $h+u$, with $u$ acting on the fragment only, has fragment block $D$, then $u$ maximizes

$$G(w)=F(h+w)-\mathrm{tr}(wD)$$

over all Hermitian fragment potentials $w$, and $G$ is concave. In density-matrix embedding this makes the fit of the potential a convex problem, for a non-interacting reference system, one fragment block and a fixed target that can be matched exactly.

In Lean, `a` and `b` are the finite sets of fragment and environment spin orbitals. `Herm` is the real vector space of Hermitian matrices, `groundEnergy` is $F$, `embed` places a potential in the upper left block, and `matching` is $G$; its docstring writes `F(u)` for $F(h+u)$. The target is the whole fragment block, including coherences, not just site occupations.

```lean
import Mathlib

open Matrix

namespace DensityMatrixEmbedding

noncomputable section

variable {n a b : Type*} [Fintype n] [Fintype a] [Fintype b]

/-- The real vector space of Hermitian matrices: one-particle Hamiltonians and potentials. -/
abbrev Herm (n : Type*) := selfAdjoint (Matrix n n ℂ)

/-- One-particle density matrices: Hermitian `X` with `0 ≤ X ≤ 1` and trace `N`. -/
def densities (n : Type*) [Fintype n] (N : ℝ) : Set (Matrix n n ℂ) :=
  {X | Xᴴ = X ∧ (∀ v : n → ℂ, 0 ≤ (star v ⬝ᵥ X *ᵥ v).re) ∧
    (∀ v : n → ℂ, (star v ⬝ᵥ X *ᵥ v).re ≤ (star v ⬝ᵥ v).re) ∧ X.trace = (N : ℂ)}

/-- The energy `tr(HX)`, taken as a real number. -/
def energy (H X : Matrix n n ℂ) : ℝ := (H * X).trace.re

/-- `X` minimizes the energy of `H` among the density matrices of trace `N`. -/
def IsGroundState (N : ℝ) (H : Herm n) (X : Matrix n n ℂ) : Prop :=
  X ∈ densities n N ∧ ∀ Y ∈ densities n N, energy H.1 X ≤ energy H.1 Y

/-- The lowest energy of `H` over the density matrices of trace `N`. -/
def groundEnergy (N : ℝ) (H : Herm n) : ℝ := sInf (energy H.1 '' densities n N)

/-- A fragment potential as an operator on fragment plus environment. -/
def embed (u : Herm a) : Herm (a ⊕ b) :=
  ⟨fromBlocks u.1 0 0 0, by
    have hu : (u.1)ᴴ = u.1 := selfAdjoint.mem_iff.mp u.2
    rw [selfAdjoint.mem_iff, star_eq_conjTranspose, fromBlocks_conjTranspose, hu]
    simp only [conjTranspose_zero]⟩

/-- The matching functional `F(u) - tr(uD)` for a target fragment density matrix `D`, where
`F(u)` is the lowest energy of `h + u`. -/
def matching (N : ℝ) (h : Herm (a ⊕ b)) (D : Matrix a a ℂ) (u : Herm a) : ℝ :=
  groundEnergy N (h + embed u) - energy u.1 D
```

## Hermiticity makes the energy real

Observables and density matrices are Hermitian, so $\overline{\mathrm{tr}(HX)}=\mathrm{tr}(XH)=\mathrm{tr}(HX)$. The same computation in `trace_eq_energy` justifies taking the real part in `energy`. Without Hermiticity the trace can be complex, and "lowest" loses its meaning.

```lean
/-- For a Hermitian Hamiltonian and a Hermitian density matrix the trace `tr(HX)` is real. -/
theorem trace_eq_energy (H : Herm n) {X : Matrix n n ℂ} (hX : Xᴴ = X) :
    (H.1 * X).trace = (energy H.1 X : ℂ) := by
  have hH : (H.1)ᴴ = H.1 := selfAdjoint.mem_iff.mp H.2
  have hs : star (H.1 * X).trace = (H.1 * X).trace := by
    rw [← trace_conjTranspose, conjTranspose_mul, hX, hH, trace_mul_comm]
  exact (Complex.conj_eq_iff_re.mp hs).symm
```

## Occupations between 0 and 1

The bounds $0\le X\le1$ say that every orbital has an occupation between 0 and 1; the upper one is the Pauli principle. Both are stated through the quadratic form $v^\dagger Xv$. By hand they give $X_{ii}\le1$, and testing positivity on $e_i+c\,e_j$ gives

$$0\le X_{ii}+X_{jj}+2\,\mathrm{Re}(cX_{ij}),\qquad c=\pm1,\pm i .$$

Real and imaginary parts of $X_{ij}$ are therefore at most 1 in size, and $|X_{ij}|\le2$, a crude bound that is enough here. The admissible set is closed and bounded, hence compact. In the proof, `p1` to `p4` are these four tests.

Without the upper bound, all $N$ particles could settle in a single lowest orbital. With both bounds dropped, the energy is unbounded below unless $H$ is a multiple of the identity.

```lean
/-- The density matrices of given trace form a compact set. -/
theorem isCompact_densities (N : ℝ) : IsCompact (densities n N) := by
  classical
  have cont (v : n → ℂ) : Continuous fun X : Matrix n n ℂ => (star v ⬝ᵥ X *ᵥ v).re := by
    simp only [dotProduct, mulVec]
    exact Complex.continuous_re.comp (continuous_finsetSum _ fun i _ =>
      continuous_const.mul (continuous_finsetSum _ fun j _ =>
        (continuous_id.matrix_elem i j).mul continuous_const))
  have c1 : IsClosed {X : Matrix n n ℂ | Xᴴ = X} :=
    isClosed_eq continuous_id.matrix_conjTranspose continuous_id
  have c2 : IsClosed {X : Matrix n n ℂ | ∀ v : n → ℂ, 0 ≤ (star v ⬝ᵥ X *ᵥ v).re} := by
    rw [Set.ofPred_forall]
    exact isClosed_iInter fun v => isClosed_le continuous_const (cont v)
  have c3 : IsClosed {X : Matrix n n ℂ |
      ∀ v : n → ℂ, (star v ⬝ᵥ X *ᵥ v).re ≤ (star v ⬝ᵥ v).re} := by
    rw [Set.ofPred_forall]
    exact isClosed_iInter fun v => isClosed_le (cont v) continuous_const
  have c4 : IsClosed {X : Matrix n n ℂ | X.trace = (N : ℂ)} :=
    isClosed_eq continuous_id.matrix_trace continuous_const
  have K : @IsCompact (Matrix n n ℂ) _
      (Set.univ.pi fun _ : n => Set.univ.pi fun _ : n => Metric.closedBall (0 : ℂ) 2) :=
    isCompact_univ_pi fun _ => isCompact_univ_pi fun _ => isCompact_closedBall _ _
  refine K.of_isClosed_subset (c1.inter (c2.inter (c3.inter c4))) ?_
  -- every entry is bounded, by testing positivity on two-orbital vectors
  rintro X ⟨hH, hpos, hle, -⟩ i - j -
  have e (k : n) (c : ℂ) : X *ᵥ Pi.single k c = fun l => X l k * c := by
    ext l
    simp [mulVec]
  have d (k : n) : (X k k).re ≤ 1 := by
    have := hle (Pi.single k 1)
    simpa only [← Pi.single_star, e, single_dotProduct, star_one, one_mul, mul_one,
      Pi.single_eq_same, Complex.one_re] using this
  have hji : X j i = star (X i j) := by
    conv_lhs => rw [← hH]
    rfl
  have p (c : ℂ) : 0 ≤ (X i i + X i j * c + star c * star (X i j) + star c * X j j * c).re := by
    have := hpos (Pi.single i 1 + Pi.single j c)
    simp only [star_add, ← Pi.single_star, mulVec_add, e, add_dotProduct, single_dotProduct,
      Pi.add_apply, star_one, hji] at this
    convert this using 2
    ring
  have p1 := p 1
  have p2 := p (-1)
  have p3 := p Complex.I
  have p4 := p (-Complex.I)
  simp at p1 p2 p3 p4
  have di := d i
  have dj := d j
  have hre : |(X i j).re| ≤ 1 := abs_le.mpr ⟨by linarith, by linarith⟩
  have him : |(X i j).im| ≤ 1 := abs_le.mpr ⟨by linarith, by linarith⟩
  rw [mem_closedBall_zero_iff]
  linarith [Complex.norm_le_abs_re_add_abs_im (X i j)]
```

## A particle number that fits the orbitals

The condition $0\le N\le n$, with $n$ the number of orbitals (`Fintype.card n` in Lean, where `n` is the set of orbitals) and $N$ not necessarily an integer, says that the particles fit. For $n>0$, uniform filling $X=(N/n)\,1$ is then admissible, and compactness gives a minimizer. Outside this range there is no density matrix to minimize over.

Concavity uses this existence. For $s,t\ge0$ with $s+t=1$, take a minimizer $X$ for $sH+tK$:

$$F(sH+tK)=s\,\mathrm{tr}(HX)+t\,\mathrm{tr}(KX)\ge sF(H)+tF(K).$$

`concaveOn_groundEnergy` follows this line, with `energy_comb` for the equality and `groundEnergy_le` for the inequality. Since $h+su+tv=s(h+u)+t(h+v)$ and $\mathrm{tr}(wD)$ is linear in $w$, $G$ is concave too.

```lean
/-- For `0 ≤ N ≤ n` there is a density matrix of trace `N` on `n` orbitals. -/
theorem densities_nonempty {N : ℝ} (h0 : 0 ≤ N) (h1 : N ≤ Fintype.card n) :
    (densities n N).Nonempty := by
  classical
  -- fill all orbitals uniformly
  obtain ⟨t, ht0, ht1, ht⟩ : ∃ t : ℝ, 0 ≤ t ∧ t ≤ 1 ∧ t * Fintype.card n = N := by
    rcases eq_or_ne (Fintype.card n : ℝ) 0 with hc | hc
    · exact ⟨0, le_rfl, zero_le_one, by linarith⟩
    · have hp : (0 : ℝ) < Fintype.card n := lt_of_le_of_ne (Nat.cast_nonneg _) hc.symm
      exact ⟨N / Fintype.card n, by positivity, (div_le_one hp).mpr h1, div_mul_cancel₀ _ hc⟩
  have s (v : n → ℂ) : 0 ≤ (star v ⬝ᵥ v).re := by
    rw [dotProduct, Complex.re_sum]
    refine Finset.sum_nonneg fun i _ => ?_
    rw [Pi.star_apply, Complex.star_def, ← Complex.normSq_eq_conj_mul_self, Complex.ofReal_re]
    exact Complex.normSq_nonneg _
  have e (v : n → ℂ) : (star v ⬝ᵥ ((t : ℂ) • (1 : Matrix n n ℂ)) *ᵥ v).re
      = t * (star v ⬝ᵥ v).re := by
    rw [smul_mulVec, one_mulVec, dotProduct_smul, smul_eq_mul, Complex.re_ofReal_mul]
  refine ⟨(t : ℂ) • 1, ?_, fun v => ?_, fun v => ?_, ?_⟩
  · simp [conjTranspose_smul]
  · rw [e]
    exact mul_nonneg ht0 (s v)
  · rw [e]
    exact mul_le_of_le_one_left (s v) ht1
  · rw [trace_smul, trace_one, smul_eq_mul]
    exact_mod_cast ht

/-- The minimum of the energy is attained whenever a density matrix of trace `N` exists. -/
theorem exists_groundState {N : ℝ} (hN : (densities n N).Nonempty) (H : Herm n) :
    ∃ X, IsGroundState N H X := by
  have hc : Continuous (energy H.1) :=
    Complex.continuous_re.comp (continuous_const.matrix_mul continuous_id).matrix_trace
  obtain ⟨X, hX, hmin⟩ := (isCompact_densities N).exists_isMinOn hN hc.continuousOn
  exact ⟨X, hX, fun Y hY => hmin hY⟩

/-- The lowest energy is the energy of any minimizer. -/
theorem groundEnergy_eq {N : ℝ} {H : Herm n} {X : Matrix n n ℂ} (hX : IsGroundState N H X) :
    groundEnergy N H = energy H.1 X := by
  refine IsLeast.csInf_eq ⟨⟨X, hX.1, rfl⟩, ?_⟩
  rintro _ ⟨Y, hY, rfl⟩
  exact hX.2 Y hY

/-- Variational principle: no density matrix of trace `N` lies below the lowest energy. -/
theorem groundEnergy_le {N : ℝ} (H : Herm n) {X : Matrix n n ℂ} (hX : X ∈ densities n N) :
    groundEnergy N H ≤ energy H.1 X := by
  obtain ⟨Y, hY⟩ := exists_groundState ⟨X, hX⟩ H
  exact (groundEnergy_eq hY).trans_le (hY.2 X hX)

private theorem energy_comb (s t : ℝ) (H K : Herm n) (X : Matrix n n ℂ) :
    energy (s • H + t • K).1 X = s * energy H.1 X + t * energy K.1 X := by
  change ((s • H.1 + t • K.1) * X).trace.re = _
  rw [add_mul, smul_mul, smul_mul, trace_add, trace_smul, trace_smul, Complex.add_re,
    Complex.smul_re, Complex.smul_re]
  rfl

/-- The lowest energy is a concave function of the Hamiltonian. -/
theorem concaveOn_groundEnergy {N : ℝ} (h0 : 0 ≤ N) (h1 : N ≤ Fintype.card n) :
    ConcaveOn ℝ Set.univ (groundEnergy N : Herm n → ℝ) := by
  refine ⟨convex_univ, fun H _ K _ s t hs ht _ => ?_⟩
  obtain ⟨X, hX⟩ := exists_groundState (densities_nonempty h0 h1) (s • H + t • K)
  rw [groundEnergy_eq hX, energy_comb, smul_eq_mul, smul_eq_mul]
  exact add_le_add (mul_le_mul_of_nonneg_left (groundEnergy_le H hX.1) hs)
    (mul_le_mul_of_nonneg_left (groundEnergy_le K hX.1) ht)

/-- The matching functional is concave in the fragment potential. -/
theorem concaveOn_matching {N : ℝ} (h0 : 0 ≤ N) (h1 : N ≤ Fintype.card (a ⊕ b))
    (h : Herm (a ⊕ b)) (D : Matrix a a ℂ) : ConcaveOn ℝ Set.univ (matching N h D) := by
  refine ⟨convex_univ, fun u _ v _ s t hs ht hst => ?_⟩
  have hlin : (embed (s • u + t • v) : Herm (a ⊕ b)) = s • embed u + t • embed v := by
    apply Subtype.ext
    ext (i | i) (j | j) <;> simp [embed]
  have hh : s • h + t • h = h := by rw [← add_smul, hst, one_smul]
  have key : h + embed (s • u + t • v) = s • (h + embed u) + t • (h + embed v) := by
    rw [hlin, smul_add, smul_add, add_add_add_comm, hh]
  have hc := (concaveOn_groundEnergy h0 h1).2 (Set.mem_univ (h + embed u))
    (Set.mem_univ (h + embed v)) hs ht hst
  simp only [matching, key, energy_comb, smul_eq_mul] at hc ⊢
  linarith
```

## A potential confined to the fragment

Because $w$ vanishes outside the fragment, it sees only the fragment block $X_{aa}$:

$$\mathrm{tr}((h+w)X)=\mathrm{tr}(hX)+\mathrm{tr}(wX_{aa}).$$

This is `energy_embed`. For any admissible $X$ with $X_{aa}=D$, the left side is at least $F(h+w)$, so $G(w)\le\mathrm{tr}(hX)$, which is `matching_le`. A potential reaching into the environment would bring in other blocks of $X$, which $D$ does not fix in general.

```lean
/-- A fragment potential contributes to the energy only through the fragment block of `X`. -/
theorem energy_embed (h : Herm (a ⊕ b)) (u : Herm a) (X : Matrix (a ⊕ b) (a ⊕ b) ℂ) :
    energy (h + embed u).1 X = energy h.1 X + energy u.1 X.toBlocks₁₁ := by
  have ht : ((fromBlocks u.1 0 0 0 : Matrix (a ⊕ b) (a ⊕ b) ℂ) * X).trace
      = (u.1 * X.toBlocks₁₁).trace := by
    simp [trace, mul_apply, Fintype.sum_sum_type, toBlocks₁₁]
  change ((h.1 + fromBlocks u.1 0 0 0) * X).trace.re = _
  rw [add_mul, trace_add, ht, Complex.add_re]
  rfl

/-- Weak duality: the matching functional for the fragment block of a density matrix `X`
never exceeds the bare energy `tr(hX)`. -/
theorem matching_le {N : ℝ} (h : Herm (a ⊕ b)) {X : Matrix (a ⊕ b) (a ⊕ b) ℂ}
    (hX : X ∈ densities (a ⊕ b) N) (w : Herm a) :
    matching N h X.toBlocks₁₁ w ≤ energy h.1 X := by
  have := groundEnergy_le (h + embed w) hX
  rw [energy_embed] at this
  unfold matching
  linarith
```

## A target that is actually matched

The hypotheses `hX` and `hD` say that the reference system reproduces $D$ at $u$. Then $F(h+u)=\mathrm{tr}(hX)+\mathrm{tr}(uD)$, so $G(u)=\mathrm{tr}(hX)$ attains the bound; this is `hu` in `density_matching`.

If $w$ is another maximizer, $G(w)=\mathrm{tr}(hX)$ gives $F(h+w)=\mathrm{tr}((h+w)X)$, so $X$ is a minimizer for $h+w$ as well. The converse is the main theorem applied to $w$. Finally, if an admissible $Y$ has the same block, the potential terms cancel in $\mathrm{tr}((h+u)X)\le\mathrm{tr}((h+u)Y)$, leaving $\mathrm{tr}(hX)\le\mathrm{tr}(hY)$.

```lean
/-- If a minimizer for `h + u` has fragment block `D`, then `u` maximizes the matching functional
over all Hermitian fragment potentials. -/
theorem density_matching {N : ℝ} {h : Herm (a ⊕ b)} {u : Herm a} {D : Matrix a a ℂ}
    {X : Matrix (a ⊕ b) (a ⊕ b) ℂ} (hX : IsGroundState N (h + embed u) X)
    (hD : X.toBlocks₁₁ = D) : IsMaxOn (matching N h D) Set.univ u := by
  subst hD
  intro w _
  have hu : matching N h X.toBlocks₁₁ u = energy h.1 X := by
    rw [matching, groundEnergy_eq hX, energy_embed, add_sub_cancel_right]
  exact (matching_le h hX.1 w).trans_eq hu.symm

/-- If `X` is a minimizer for `h + u` with fragment block `D`, then a fragment potential `w`
maximizes the matching functional exactly when `X` is also a minimizer for `h + w`. -/
theorem isMaxOn_matching_iff {N : ℝ} {h : Herm (a ⊕ b)} {u : Herm a} {D : Matrix a a ℂ}
    {X : Matrix (a ⊕ b) (a ⊕ b) ℂ} (hX : IsGroundState N (h + embed u) X)
    (hD : X.toBlocks₁₁ = D) (w : Herm a) :
    IsMaxOn (matching N h D) Set.univ w ↔ IsGroundState N (h + embed w) X := by
  refine ⟨fun hw => ⟨hX.1, fun Y hY => ?_⟩, fun hw => density_matching hw hD⟩
  subst hD
  have h1 : matching N h X.toBlocks₁₁ u ≤ matching N h X.toBlocks₁₁ w := hw (Set.mem_univ u)
  have h2 := groundEnergy_le (h + embed w) hY
  rw [matching, matching, groundEnergy_eq hX, energy_embed] at h1
  rw [energy_embed h w X]
  linarith

/-- Constrained search: a minimizer for `h + u` has the lowest bare energy `tr(hY)` among all
density matrices `Y` with the same trace and the same fragment block. -/
theorem constrained_search {N : ℝ} {h : Herm (a ⊕ b)} {u : Herm a}
    {X Y : Matrix (a ⊕ b) (a ⊕ b) ℂ} (hX : IsGroundState N (h + embed u) X)
    (hY : Y ∈ densities (a ⊕ b) N) (hXY : Y.toBlocks₁₁ = X.toBlocks₁₁) :
    energy h.1 X ≤ energy h.1 Y := by
  have := hX.2 Y hY
  rw [energy_embed, energy_embed, hXY] at this
  linarith

end

end DensityMatrixEmbedding
```

```lean
#print axioms DensityMatrixEmbedding.concaveOn_matching
-- 'DensityMatrixEmbedding.concaveOn_matching' depends on axioms: [propext, Classical.choice, Quot.sound]
#print axioms DensityMatrixEmbedding.density_matching
-- 'DensityMatrixEmbedding.density_matching' depends on axioms: [propext, Classical.choice, Quot.sound]
#print axioms DensityMatrixEmbedding.isMaxOn_matching_iff
-- 'DensityMatrixEmbedding.isMaxOn_matching_iff' depends on axioms: [propext, Classical.choice, Quot.sound]
#print axioms DensityMatrixEmbedding.constrained_search
-- 'DensityMatrixEmbedding.constrained_search' depends on axioms: [propext, Classical.choice, Quot.sound]
```

Without a match, $G$ is still concave but may have no maximizer, as the following example shows.

## Two orbitals, one particle

Take one fragment and one environment orbital, $h=\begin{pmatrix}0&-1\\-1&0\end{pmatrix}$ and $N=1$. Then $F(h+u)=u/2-\sqrt{u^2/4+1}$. At $u=1.5$ the ground orbital is $(1,2)/\sqrt5$, with fragment occupation $0.2$. For $D=0.2$,

$$G(1.5)=-0.5-0.3=-0.8=\mathrm{tr}(hX),$$

while $G(0)=-1$ and $G(3)\approx-0.903$. For $D=1$, $G$ approaches $0$ as $u\to-\infty$ and never reaches it.

## The fit in a program

With $D$ held fixed, a code can diagonalize $h+w$, fill the lowest $N$ orbitals (integer $N$) and form $X_{aa}-D$. When there is a gap at the filling, this difference is the gradient of $G$ for the inner product $\mathrm{tr}(AB)$. If the real and imaginary parts of the independent elements of $w$ are the variables, the off-diagonal derivatives carry an extra factor 2. Where the gap closes, $G$ can have a kink, and the maximum can lie there, so a plain gradient ascent may fail to converge. The outer self-consistency loop, which updates $D$, is a separate problem that this concavity does not settle.
